# Particle on a flux-threaded ring: at positive imaginary time, the winding sum equals the eigenstate sum

Q: To get the thermal density matrix of a particle on a ring at high temperature, I replace a slowly converging sum over levels by a few winding numbers, each with a flux phase. What justifies the replacement?

A: An exact identity for one free particle on the ring, which also gives path-integral codes that sample windings a reference value. Take $H=-d^2/d\theta^2$ on wave functions with $\psi(\theta+2\pi)=e^{2\pi i\alpha}\psi(\theta)$, where $\alpha$ is the flux in quanta $h/|q|$ for a particle of charge $q$. Energies are in units of $\hbar^2/(2MR^2)$ for mass $M$ and ring radius $R$, and the imaginary time $\tau>0$ is this unit divided by $k_BT$. For angular displacement $\theta$, the density matrix before division by the partition function is given by either side of

$$\sum_{n\in\mathbb Z}e^{-2\pi i\alpha n}\frac{e^{-(\theta+2\pi n)^2/(4\tau)}}{\sqrt{4\pi\tau}}=\frac1{2\pi}\sum_{m\in\mathbb Z}e^{-\tau(m+\alpha)^2}e^{i(m+\alpha)\theta}.$$

Q: Derive it without the computer.

A: Expand the square: $(\theta+2\pi n)^2/(4\tau)=\theta^2/(4\tau)+\pi n\theta/\tau+\pi^2n^2/\tau$. With $a=\pi/\tau$ and $b=-(i\alpha+\theta/(2\tau))$, the left side is

$$\frac{e^{-\theta^2/(4\tau)}}{\sqrt{4\pi\tau}}\sum_n e^{-\pi an^2+2\pi bn}.$$

Poisson summation replaces the summand by its Fourier transform at the integers:

$$\int_{-\infty}^{\infty} e^{-\pi ax^2+2\pi bx-2\pi imx}\,dx=a^{-1/2}e^{\pi(b-im)^2/a}=a^{-1/2}e^{-\pi(m+ib)^2/a}.$$

Here $\pi/a=\tau$ and $ib=\alpha-i\theta/(2\tau)$, so the exponent is

$$-\tau\Big(m+\alpha-\frac{i\theta}{2\tau}\Big)^2=-\tau(m+\alpha)^2+i(m+\alpha)\theta+\frac{\theta^2}{4\tau}.$$

The last term cancels the Gaussian in front, and $\sqrt{4\pi\tau}\,\sqrt{\pi/\tau}=2\pi$ gives the prefactor.

Q: Show me numbers, with flux.

A: Take $\tau=1$, $\theta=0$, $\alpha=1/2$. The windings $n=0,\pm1$ give $0.2820948\,(1-2e^{-\pi^2})\approx0.282066$. The levels come in equal pairs and give $(e^{-1/4}+e^{-9/4}+e^{-25/4}+e^{-49/4})/\pi\approx0.282066$. Three windings match eight levels.

Q: Now the formal version. What stands for the physics?

```lean
import Mathlib

open Complex
open scoped Real

namespace RingWithFlux

noncomputable section
```

A: First comes the free particle on the line, with $\tau$ and the displacement $x$ real.

```lean
/-- Imaginary-time propagator of a free particle on the line, with Hamiltonian `-d²/dx²`. -/
def freePropagator (τ x : ℝ) : ℝ :=
  Real.exp (-(x ^ 2 / (4 * τ))) / Real.sqrt (4 * π * τ)
```

Each winding number then gets one term. The phase $e^{-2\pi i\alpha n}$ is put in by definition; it represents the Aharonov–Bohm phase of paths that encircle the flux $n$ times.

```lean
/-- Contribution of the paths that wind `n` times around the flux `α`
(in flux quanta), for angular displacement `θ`. -/
def windingTerm (α τ θ : ℝ) (n : ℤ) : ℂ :=
  Complex.exp (-(2 * π * I * α * n)) * (freePropagator τ (θ + 2 * π * n) : ℂ)
```

The kernel is the sum of these terms over all integers.

```lean
/-- The kernel on the ring as a sum over winding numbers. -/
def windingKernel (α τ θ : ℝ) : ℂ := ∑' n : ℤ, windingTerm α τ θ n
```

On the spectral side, the mode is unnormalised. The normalised state is $e^{i(m+\alpha)\theta}/\sqrt{2\pi}$, and the kernel contains its value at the final angle times the conjugate of the same state's value at the initial angle, which supplies the $1/(2\pi)$ in `spectralTerm`.

```lean
/-- The unnormalised angular mode `exp (i (m + α) θ)`. -/
def fluxMode (α : ℝ) (m : ℤ) (θ : ℝ) : ℂ := Complex.exp (I * (m + α) * θ)

/-- Contribution of the mode `m`, with energy `(m + α)²`, to the kernel on the ring. -/
def spectralTerm (α τ θ : ℝ) (m : ℤ) : ℂ :=
  1 / (2 * π) * Complex.exp (-(τ * (m + α) ^ 2)) * fluxMode α m θ
```

Q: Who says those exponentials belong to this Hamiltonian?

A: `fluxMode_eigen` does. It proves the twisted condition $\psi(\theta+2\pi)=e^{2\pi i\alpha}\psi(\theta)$, which fixes the sign convention for the flux, and it computes two successive derivatives. The second is $-(m+\alpha)^2\psi$, so the energy is $(m+\alpha)^2$. The proof uses the chain rule and $e^{2\pi im}=1$.

```lean
/-- Each mode acquires the flux phase under a full turn, and differentiating it twice
multiplies it by `-(m + α)²`. -/
theorem fluxMode_eigen (α : ℝ) (m : ℤ) (θ : ℝ) :
    fluxMode α m (θ + 2 * π) = Complex.exp (2 * π * I * α) * fluxMode α m θ ∧
    HasDerivAt (fluxMode α m) (I * (m + α) * fluxMode α m θ) θ ∧
    HasDerivAt (fun x => I * (m + α) * fluxMode α m x)
      (-((m + α : ℂ) ^ 2) * fluxMode α m θ) θ := by
  have hlin : HasDerivAt (fun x : ℝ => I * (m + α) * (x : ℂ)) (I * (m + α)) θ :=
    ((hasDerivAt_id θ).ofReal_comp.const_mul (I * (m + α : ℂ))).congr_deriv (by simp)
  have hd : HasDerivAt (fluxMode α m) (I * (m + α) * fluxMode α m θ) θ :=
    hlin.cexp.congr_deriv (by simp only [fluxMode]; ring)
  refine ⟨?_, hd, (hd.const_mul (I * (m + α : ℂ))).congr_deriv ?_⟩
  · have h : I * (m + α) * ((θ + 2 * π : ℝ) : ℂ)
        = 2 * π * I * α + I * (m + α) * θ + (m : ℂ) * (2 * π * I) := by
      push_cast; ring
    simp only [fluxMode]
    rw [h, Complex.exp_add, Complex.exp_int_mul_two_pi_mul_I, mul_one, Complex.exp_add]
  · linear_combination ((m + α : ℂ) ^ 2 * fluxMode α m θ) * I_sq
```

Q: So the file constructs $e^{-\tau H}$?

A: No. Completeness of the modes, self-adjointness of $H$ and a measure on paths are absent. The theorem equates two explicit series; reading them as the kernel of $e^{-\tau H}$ relies on the usual spectral theory. Interactions and a potential on the ring are absent too.

Q: Do the series converge?

A: Yes, by comparison with the Jacobi theta series: `summable_gaussian` matches the terms and needs only $\operatorname{Re}a>0$.

```lean
/-- A Gaussian series over all integers with a linear term in the exponent converges. -/
theorem summable_gaussian {a : ℂ} (ha : 0 < a.re) (b : ℂ) :
    Summable fun n : ℤ => Complex.exp (-π * a * (n : ℂ) ^ 2 + 2 * π * b * n) := by
  have h := (summable_jacobiTheta₂_term_iff (-I * b) (I * a)).2 (by simpa using ha)
  have e : (fun n : ℤ => Complex.exp (-π * a * (n : ℂ) ^ 2 + 2 * π * b * n))
      = fun n : ℤ => jacobiTheta₂_term n (-I * b) (I * a) := by
    funext n
    unfold jacobiTheta₂_term
    congr 1
    linear_combination (2 * π * b * n - π * a * (n : ℂ) ^ 2) * I_sq
  rw [e]
  exact h
```

`windingTerm_eq` is the expansion of the square above, with the same $a$ and $b$.

```lean
/-- Expanding the square separates the part of a winding contribution that does not depend
on the winding number. -/
theorem windingTerm_eq {τ : ℝ} (hτ : 0 < τ) (α θ : ℝ) (n : ℤ) :
    windingTerm α τ θ n =
      Complex.exp (-((θ : ℂ) ^ 2 / (4 * τ))) / (Real.sqrt (4 * π * τ) : ℂ) *
      Complex.exp (-π * ((π : ℂ) / τ) * (n : ℂ) ^ 2
        + 2 * π * (-(I * α + θ / (2 * τ))) * n) := by
  have ht : (τ : ℂ) ≠ 0 := by exact_mod_cast hτ.ne'
  have key : Complex.exp (-(2 * π * I * α * n)) *
      Complex.exp (-(((θ : ℂ) + 2 * π * n) ^ 2 / (4 * τ))) =
      Complex.exp (-((θ : ℂ) ^ 2 / (4 * τ))) *
      Complex.exp (-π * ((π : ℂ) / τ) * (n : ℂ) ^ 2
        + 2 * π * (-(I * α + θ / (2 * τ))) * n) := by
    rw [← Complex.exp_add, ← Complex.exp_add]
    congr 1
    field_simp
    ring
  simp only [windingTerm, freePropagator]
  push_cast
  linear_combination (1 / (Real.sqrt (4 * π * τ) : ℂ)) * key
```

Since $\pi/\tau>0$, the winding sum converges.

```lean
/-- The sum over winding numbers converges at every positive imaginary time. -/
theorem summable_windingTerm {τ : ℝ} (hτ : 0 < τ) (α θ : ℝ) :
    Summable (windingTerm α τ θ) := by
  have ha : 0 < ((π : ℂ) / τ).re := by
    rw [← Complex.ofReal_div, Complex.ofReal_re]; positivity
  rw [funext (windingTerm_eq hτ α θ)]
  exact (summable_gaussian ha _).mul_left _
```

Q: And the main theorem?

A: For every $\tau>0$ and all real $\alpha,\theta$, `winding_eq_spectral` states three things: the winding series is summable, the eigenstate series is summable, and their sums agree. For the second, the proof uses `summable_gaussian` with $a=\tau/\pi$. For the third, `Complex.tsum_exp_neg_quadratic` is the Poisson step, `hR` combines the square roots into $2\pi$, and the last `key` completes the square.

```lean
/-- Ring with flux in imaginary time: the winding sum and the eigenstate sum both converge,
and they are equal. -/
theorem winding_eq_spectral {τ : ℝ} (hτ : 0 < τ) (α θ : ℝ) :
    Summable (windingTerm α τ θ) ∧ Summable (spectralTerm α τ θ) ∧
    ∑' n : ℤ, windingTerm α τ θ n = ∑' m : ℤ, spectralTerm α τ θ m := by
  have ht : (τ : ℂ) ≠ 0 := by exact_mod_cast hτ.ne'
  have hp : (π : ℂ) ≠ 0 := by exact_mod_cast Real.pi_ne_zero
  refine ⟨summable_windingTerm hτ α θ, ?_, ?_⟩
  · have ha : 0 < ((τ : ℂ) / π).re := by
      rw [← Complex.ofReal_div, Complex.ofReal_re]; positivity
    have e : spectralTerm α τ θ = fun m : ℤ =>
        (1 / (2 * π) * Complex.exp (-(τ * (α : ℂ) ^ 2) + I * α * θ)) *
        Complex.exp (-π * ((τ : ℂ) / π) * (m : ℂ) ^ 2
          + 2 * π * ((I * θ - 2 * τ * α) / (2 * π)) * m) := by
      funext m
      simp only [spectralTerm, fluxMode]
      have key : Complex.exp (-(τ * (m + α) ^ 2)) * Complex.exp (I * (m + α) * θ) =
          Complex.exp (-(τ * (α : ℂ) ^ 2) + I * α * θ) *
          Complex.exp (-π * ((τ : ℂ) / π) * (m : ℂ) ^ 2
            + 2 * π * ((I * θ - 2 * τ * α) / (2 * π)) * m) := by
        rw [← Complex.exp_add, ← Complex.exp_add]
        congr 1
        field_simp
        ring
      linear_combination (1 / (2 * π) : ℂ) * key
    rw [e]
    exact (summable_gaussian ha _).mul_left _
  · have ha : 0 < ((π : ℂ) / τ).re := by
      rw [← Complex.ofReal_div, Complex.ofReal_re]; positivity
    have hs : ((π : ℂ) / τ) ^ (1 / 2 : ℂ) = (Real.sqrt (π / τ) : ℂ) := by
      rw [Real.sqrt_eq_rpow, Complex.ofReal_cpow (by positivity)]
      simp
    have hR : Real.sqrt (4 * π * τ) * Real.sqrt (π / τ) = 2 * π := by
      rw [← Real.sqrt_mul (by positivity),
        show 4 * π * τ * (π / τ) = (2 * π) ^ 2 by (field_simp; ring),
        Real.sqrt_sq (by positivity)]
    have hP : (Real.sqrt (4 * π * τ) : ℂ) * (Real.sqrt (π / τ) : ℂ) = 2 * π := by
      exact_mod_cast hR
    -- Poisson summation turns winding numbers into angular momenta
    rw [tsum_congr (windingTerm_eq hτ α θ), tsum_mul_left,
      Complex.tsum_exp_neg_quadratic ha, ← tsum_mul_left, ← tsum_mul_left]
    refine tsum_congr fun m => ?_
    -- completing the square restores the energy and the mode
    have key : Complex.exp (-((θ : ℂ) ^ 2 / (4 * τ))) *
        Complex.exp (-π / ((π : ℂ) / τ) * (m + I * (-(I * α + θ / (2 * τ)))) ^ 2) =
        Complex.exp (-(τ * (m + α) ^ 2)) * Complex.exp (I * (m + α) * θ) := by
      obtain ⟨w, hw⟩ : ∃ w : ℂ, w = θ / (2 * τ) := ⟨_, rfl⟩
      have h1 : (θ : ℂ) ^ 2 / (4 * τ) = τ * w ^ 2 := by
        rw [hw]; field_simp; ring
      have h2 : (θ : ℂ) = 2 * τ * w := by rw [hw]; field_simp
      have h3 : -(π : ℂ) / (π / τ) = -τ := by field_simp
      have h4 : I * (-(I * α + w)) = α - I * w := by linear_combination (-(α : ℂ)) * I_sq
      rw [← Complex.exp_add, ← Complex.exp_add, h1, ← hw, h3, h4]
      congr 1
      linear_combination (-(τ : ℂ) * w ^ 2) * I_sq - I * (m + α) * h2
    simp only [spectralTerm, fluxMode]
    rw [hs, ← hP]
    linear_combination
      (1 / ((Real.sqrt (4 * π * τ) : ℂ) * (Real.sqrt (π / τ) : ℂ))) * key
```

Q: What breaks if I allow $\tau=0$?

A: Set $\tau=\alpha=\theta=0$. Every eigenstate term is then $1/(2\pi)$, so that series diverges and the second of the three statements is false. Lean would still give both sums the value zero by its conventions, which is why summability is part of the theorem.

Q: Does the winding kernel itself behave as a flux kernel should?

A: Turn the particle once. Replacing $\theta$ by $\theta+2\pi$ turns winding $n$ into $n+1$, and relabelling the sum leaves the factor $e^{2\pi i\alpha}$.

```lean
/-- A full turn multiplies the kernel by the flux phase. -/
theorem windingKernel_turn (α τ θ : ℝ) :
    windingKernel α τ (θ + 2 * π) = Complex.exp (2 * π * I * α) * windingKernel α τ θ := by
  have h : ∀ n : ℤ, windingTerm α τ (θ + 2 * π) n
      = Complex.exp (2 * π * I * α) * windingTerm α τ θ (n + 1) := by
    intro n
    have hx : θ + 2 * π + 2 * π * n = θ + 2 * π * ((n + 1 : ℤ) : ℝ) := by push_cast; ring
    simp only [windingTerm]
    rw [hx, ← mul_assoc, ← Complex.exp_add]
    congr 2
    push_cast; ring
  unfold windingKernel
  rw [tsum_congr h, tsum_mul_left]
  congr 1
  exact (Equiv.addRight (1 : ℤ)).tsum_eq (windingTerm α τ θ)
```

Adding a flux quantum multiplies each term by $e^{-2\pi in}=1$.

```lean
/-- Adding one flux quantum leaves the kernel unchanged. -/
theorem windingKernel_flux (α τ θ : ℝ) :
    windingKernel (α + 1) τ θ = windingKernel α τ θ := by
  refine tsum_congr fun n => ?_
  have h : -(2 * π * I * ((α + 1 : ℝ) : ℂ) * n)
      = -(2 * π * I * α * n) + ((-n : ℤ) : ℂ) * (2 * π * I) := by push_cast; ring
  simp only [windingTerm]
  rw [h, Complex.exp_add, Complex.exp_int_mul_two_pi_mul_I, mul_one]
```

Reflecting $\theta$ can be undone by $n\to-n$, which reverses the sign of the flux in the phase.

```lean
/-- Reversing the angular displacement is the same as reversing the flux. -/
theorem windingKernel_reflect (α τ θ : ℝ) :
    windingKernel α τ (-θ) = windingKernel (-α) τ θ := by
  have h : ∀ n : ℤ, windingTerm α τ (-θ) n = windingTerm (-α) τ θ (-n) := by
    intro n
    have hx : (-θ + 2 * π * n) ^ 2 = (θ + 2 * π * ((-n : ℤ) : ℝ)) ^ 2 := by
      push_cast; ring
    simp only [windingTerm, freePropagator]
    rw [hx]
    congr 2
    push_cast; ring
  unfold windingKernel
  rw [tsum_congr h]
  exact (Equiv.neg ℤ).tsum_eq (windingTerm (-α) τ θ)
```

Q: Can flux ever increase the modulus of the kernel?

A: Not above the zero-flux value at the same $\tau$ and $\theta$. Each phase has modulus one and each Gaussian is positive, so the triangle inequality gives the bound. The proof computes the norm of each term and applies `norm_tsum_le_tsum_norm`.

```lean
/-- Diamagnetic inequality for the free kernel on the ring: the modulus of the kernel with flux is
at most the winding sum without flux. -/
theorem diamagnetic {τ : ℝ} (hτ : 0 < τ) (α θ : ℝ) :
    ‖windingKernel α τ θ‖ ≤ ∑' n : ℤ, freePropagator τ (θ + 2 * π * n) := by
  have h : ∀ n : ℤ, ‖windingTerm α τ θ n‖ = freePropagator τ (θ + 2 * π * n) := by
    intro n
    have hx : -(2 * π * I * α * n) = ((-(2 * π * α * n) : ℝ) : ℂ) * I := by
      push_cast; ring
    have h0 : 0 ≤ freePropagator τ (θ + 2 * π * n) := by
      unfold freePropagator; positivity
    simp only [windingTerm]
    rw [norm_mul, hx, Complex.norm_exp_ofReal_mul_I, one_mul, Complex.norm_real,
      Real.norm_of_nonneg h0]
  rw [← tsum_congr h]
  exact norm_tsum_le_tsum_norm (summable_norm_iff.2 (summable_windingTerm hτ α θ))
```

Q: And at half a flux quantum?

A: The amplitude to the opposite point, $\theta=\pi$, vanishes. Write $K_\alpha(\theta)$ for the winding kernel at fixed $\tau$. A full turn gives $K_{1/2}(\pi)=-K_{1/2}(-\pi)$. Reflection and one added flux quantum give $K_{1/2}(-\pi)=K_{-1/2}(\pi)=K_{1/2}(\pi)$. The kernel equals its own negative, so it is zero. In terms of paths, windings $n$ and $-n-1$ cover equal distances in opposite directions with opposite phases, and cancel in pairs.

The Lean proof combines the same three symmetries as `h1`, `h2` and `h3`. Its conclusion, `HasSum` with value `0`, says that the series converges to zero.

```lean
/-- At half a flux quantum the winding contributions to the opposite point of the ring
sum to zero. -/
theorem half_flux_cancellation {τ : ℝ} (hτ : 0 < τ) :
    HasSum (windingTerm (1 / 2) τ π) 0 := by
  have h1 := windingKernel_turn (1 / 2) τ (-π)
  have h2 := windingKernel_reflect (1 / 2) τ π
  have h3 := windingKernel_flux (-(1 / 2)) τ π
  rw [show (-(1 / 2) : ℝ) + 1 = 1 / 2 by norm_num] at h3
  have h4 : Complex.exp (2 * π * I * ((1 / 2 : ℝ) : ℂ)) = -1 := by
    rw [show 2 * π * I * ((1 / 2 : ℝ) : ℂ) = π * I by push_cast; ring, Complex.exp_pi_mul_I]
  -- the kernel equals its own negative
  rw [show -π + 2 * π = π by ring, h4, h2, ← h3] at h1
  have h0 : windingKernel (1 / 2) τ π = 0 := by linear_combination (1 / 2 : ℂ) * h1
  have h : HasSum (windingTerm (1 / 2) τ π) (windingKernel (1 / 2) τ π) :=
    (summable_windingTerm hτ (1 / 2) π).hasSum
  rwa [h0] at h

end

end RingWithFlux
```

```lean
#print axioms RingWithFlux.fluxMode_eigen
#print axioms RingWithFlux.winding_eq_spectral
#print axioms RingWithFlux.diamagnetic
#print axioms RingWithFlux.half_flux_cancellation
```

```
'RingWithFlux.fluxMode_eigen' depends on axioms: [propext, Classical.choice, Quot.sound]
'RingWithFlux.winding_eq_spectral' depends on axioms: [propext, Classical.choice, Quot.sound]
'RingWithFlux.diamagnetic' depends on axioms: [propext, Classical.choice, Quot.sound]
'RingWithFlux.half_flux_cancellation' depends on axioms: [propext, Classical.choice, Quot.sound]
```
